# Binomial statistics of down spins after rotating \(n\) up spins by \(R_y(t)\)

A pure state of \(n\) spins one-half lives in the \(n\)-fold tensor power of \(\mathbb{C}^2\), and the computation below works with a concrete form of this space. Here a state is a list of amplitudes \(\psi(x)\), one for each configuration \(x=(x_0,\dots,x_{n-1})\) of the \(\sigma_z\) basis, with \(x_i=0\) for spin \(i\) up and \(x_i=1\) for spin \(i\) down. Tensor products of operators and of vectors are then defined by their components in this basis, and the spins are distinguishable, labelled by their sites. In this model, applying the same rotation by the angle \(t\) about the \(y\) axis to each of \(n\) spins that all start up gives exactly \(k\) down spins with probability
\[ P(k)=\binom{n}{k}\cos^{2(n-k)}(t/2)\,\sin^{2k}(t/2), \]
and the mean number down is \(n\sin^2(t/2)\). This is the count distribution for an ideal \(\sigma_z\) readout of non-interacting spins, prepared all up, after one pulse that rotates each by \(t\) about \(y\), and it gives an exact reference for a simulated layer of equal \(R_y\) gates acting on the all-up register.

## One spin

```lean
import Mathlib

open Matrix Finset

namespace CollectiveSpinRotation

noncomputable section
```

These lines load Mathlib and open a namespace for the definitions.

```lean
/-- The Pauli matrix `σ_y`. -/
def sigmaY : Matrix (Fin 2) (Fin 2) ℂ := !![0, -Complex.I; Complex.I, 0]
```

`Fin 2` is the set \(\{0,1\}\), so this is a complex \(2\times2\) matrix. The semicolon separates rows: \(\sigma_y=\begin{pmatrix}0&-i\\ i&0\end{pmatrix}\).

```lean
/-- The spin rotation `Ry(t) = cos(t/2) 1 - i sin(t/2) σ_y`. -/
def Ry (t : ℝ) : Matrix (Fin 2) (Fin 2) ℂ :=
  ((Real.cos (t / 2) : ℝ) : ℂ) • (1 : Matrix (Fin 2) (Fin 2) ℂ)
    - (Complex.I * ((Real.sin (t / 2) : ℝ) : ℂ)) • sigmaY
```

With \(c=\cos(t/2)\) and \(s=\sin(t/2)\), this reads \(R_y(t)=c\,\mathbb{1}-is\,\sigma_y\), for any real \(t\). The dot `•` multiplies a matrix by a scalar. The closed form is the definition; physically it stands for \(e^{-it\sigma_y/2}\), and it fixes the sense of rotation and the half angle.

```lean
/-- The spinor of a single spin up (component `0` is up, component `1` is down). -/
def up : Fin 2 → ℂ := ![1, 0]
```

A spinor is a function from \(\{0,1\}\) to \(\mathbb{C}\), and `up` has components \((1,0)\).

## Configurations, product states and weights

```lean
/-- The operator `U ⊗ ... ⊗ U` on `n` spins, in the `σ_z` basis of configurations. -/
def collective (n : ℕ) (U : Matrix (Fin 2) (Fin 2) ℂ) :
    Matrix (Fin n → Fin 2) (Fin n → Fin 2) ℂ :=
  Matrix.of fun x y => ∏ i, U (x i) (y i)
```

The type `Fin n → Fin 2` is the set of the \(2^n\) configurations. For a \(2\times2\) matrix \(U\) and configurations \(x,y\), the definition says \(\langle x|U^{\otimes n}|y\rangle=\prod_i U_{x_iy_i}\). Nothing requires \(U\) to be unitary.

```lean
/-- The product state `v ⊗ ... ⊗ v` of `n` spins. -/
def prodState (n : ℕ) (v : Fin 2 → ℂ) : (Fin n → Fin 2) → ℂ :=
  fun x => ∏ i, v (x i)
```

For a spinor \(v=(v_0,v_1)\), the product state has amplitudes \(v^{\otimes n}(x)=\prod_i v_{x_i}\). The spinor need not be normalised.

```lean
/-- The number of down spins in a configuration. -/
def numDown {n : ℕ} (x : Fin n → Fin 2) : ℕ := (univ.filter fun i => x i = 1).card
```

`univ.filter` selects the sites with \(x_i=1\) and `.card` counts them. Call this number \(d(x)\).

```lean
/-- The Born weight of finding exactly `k` down spins in the state `ψ`. -/
def probDown {n : ℕ} (ψ : (Fin n → Fin 2) → ℂ) (k : ℕ) : ℝ :=
  ∑ x ∈ univ.filter (fun x => numDown x = k), ‖ψ x‖ ^ 2
```

This is \(P(k)=\sum_{x:\,d(x)=k}|\psi(x)|^2\). The Born rule enters here as a definition: it postulates an ideal projective measurement of \(\sigma_z\) on every spin. No division by the norm of \(\psi\) is made, so \(P(k)\) is a probability only for a normalised state.

```lean
/-- The sum `∑ k P(k)` over `k = 0, ..., n`; for a normalised `ψ` it is the mean number of down
spins. -/
def meanDown {n : ℕ} (ψ : (Fin n → Fin 2) → ℂ) : ℝ :=
  ∑ k ∈ range (n + 1), (k : ℝ) * probDown ψ k
```

`range (n + 1)` is \(\{0,\dots,n\}\), so the mean is \(\langle k\rangle=\sum_{k=0}^{n}kP(k)\).

```lean
/-- The state obtained by applying `Ry(t)` to each of `n` spins initially up. -/
def rotatedState (n : ℕ) (t : ℝ) : (Fin n → Fin 2) → ℂ :=
  collective n (Ry t) *ᵥ prodState n up
```

The symbol `*ᵥ` is matrix times vector. The state of interest is \(\psi_t=R_y(t)^{\otimes n}|{\uparrow}\cdots{\uparrow}\rangle\).

## The rotated state is a product state

```lean
/-- `Ry(t)` sends spin up to the spinor with components `cos(t/2)` and `sin(t/2)`. -/
theorem Ry_up (t : ℝ) :
    (Ry t *ᵥ up) 0 = ((Real.cos (t / 2) : ℝ) : ℂ) ∧
      (Ry t *ᵥ up) 1 = ((Real.sin (t / 2) : ℝ) : ℂ) := by
  unfold Ry
  generalize ((Real.cos (t / 2) : ℝ) : ℂ) = c
  generalize ((Real.sin (t / 2) : ℝ) : ℂ) = s
  constructor
  · simp [sigmaY, up, Matrix.mulVec, dotProduct, Fin.sum_univ_two, Matrix.one_apply]
  · simp [sigmaY, up, Matrix.mulVec, dotProduct, Fin.sum_univ_two, Matrix.one_apply]
    linear_combination (-s) * Complex.I_mul_I
```

The two components of \(R_y(t)|{\uparrow}\rangle\) are \(c\) and \(s\). By hand, \(\sigma_y(1,0)^T=(0,i)^T\), so
\[ R_y(t)\begin{pmatrix}1\\0\end{pmatrix}=\begin{pmatrix}c\\0\end{pmatrix}-is\begin{pmatrix}0\\i\end{pmatrix}=\begin{pmatrix}c\\s\end{pmatrix}. \]
The two `generalize` lines rename the cosine and sine as `c` and `s`, `simp` multiplies out, and `linear_combination (-s) * Complex.I_mul_I` supplies \(i\cdot i=-1\) in the lower component.

```lean
/-- `U ⊗ ... ⊗ U` maps the product state of `v` to the product state of `U v`. -/
theorem collective_prodState (n : ℕ) (U : Matrix (Fin 2) (Fin 2) ℂ) (v : Fin 2 → ℂ) :
    collective n U *ᵥ prodState n v = prodState n (U *ᵥ v) := by
  funext x
  -- exchange the product over sites with the sum over configurations
  have h := Finset.prod_univ_sum (fun _ : Fin n => (univ : Finset (Fin 2)))
    (fun i b => U (x i) b * v b)
  rw [Fintype.piFinset_univ] at h
  simp only [Finset.prod_mul_distrib] at h
  simp only [collective, prodState, Matrix.mulVec, dotProduct, Matrix.of_apply]
  exact h.symm
```

For every \(U\) and \(v\), \(U^{\otimes n}v^{\otimes n}=(Uv)^{\otimes n}\). At a fixed configuration \(x\),
\[ \sum_y\prod_i U_{x_iy_i}\prod_i v_{y_i}=\sum_y\prod_i U_{x_iy_i}v_{y_i}=\prod_i\sum_{b=0}^{1}U_{x_ib}v_b=\prod_i (Uv)_{x_i}. \]
The middle equality holds because expanding the product of sums produces one term for each choice of \(b\) at each site, that is, one term for each \(y\). `funext x` fixes the configuration and `Finset.prod_univ_sum` is that expansion.

## Counting configurations

```lean
/-- There are `binomial(n, k)` configurations of `n` spins with exactly `k` down. -/
theorem card_configs (n k : ℕ) :
    (univ.filter fun x : Fin n → Fin 2 => numDown x = k).card = n.choose k := by
  have key : ∀ a b : Fin 2, (a = 1 ↔ b = 1) → a = b := by decide
  -- a configuration is fixed by its set of down sites
  have h : (univ.filter fun x : Fin n → Fin 2 => numDown x = k).card
      = (powersetCard k (univ : Finset (Fin n))).card := by
    refine Finset.card_bij (fun x _ => univ.filter fun i => x i = 1) ?_ ?_ ?_
    · intro x hx
      exact Finset.mem_powersetCard.mpr ⟨Finset.subset_univ _, (Finset.mem_filter.mp hx).2⟩
    · intro x _ y _ hxy
      funext i
      have hi := Finset.ext_iff.mp hxy i
      simp only [Finset.mem_filter, Finset.mem_univ, true_and] at hi
      exact key _ _ hi
    · intro b hb
      have hf : (univ.filter fun i => (if i ∈ b then (1 : Fin 2) else 0) = 1) = b := by
        ext i
        by_cases hi : i ∈ b <;> simp [hi]
      refine ⟨fun i => if i ∈ b then 1 else 0, ?_, hf⟩
      refine Finset.mem_filter.mpr ⟨Finset.mem_univ _, ?_⟩
      exact (congrArg Finset.card hf).trans (Finset.mem_powersetCard.mp hb).2
  rw [h, Finset.card_powersetCard, Finset.card_univ, Fintype.card_fin]
```

There are \(\binom nk\) configurations with \(d(x)=k\), for all natural numbers \(n\) and \(k\). Send \(x\) to its set of down sites \(\{i:x_i=1\}\). `Finset.card_bij` asks for three things, one per bullet. The set has \(k\) elements. Two configurations with the same down sites agree, since each spin has only two values (`key`). Every \(k\)-element set of sites arises, from the configuration that is 1 on the set and 0 elsewhere. `Finset.card_powersetCard` then counts the \(k\)-element subsets.

```lean
/-- In any state of `n` spins the weight of `k` down spins vanishes for `k > n`. -/
theorem probDown_eq_zero {n k : ℕ} (ψ : (Fin n → Fin 2) → ℂ) (hk : n < k) :
    probDown ψ k = 0 := by
  have h := card_configs n k
  rw [Nat.choose_eq_zero_of_lt hk, Finset.card_eq_zero] at h
  rw [probDown, h, Finset.sum_empty]
```

For \(k>n\) the binomial coefficient is zero, so no configuration contributes and \(P(k)=0\) in any state \(\psi\). The sums over \(k=0,\dots,n\) therefore omit no weight.

## Weights, generating function and mean for any spinor

```lean
/-- In the product state of a spinor `v` on `n = j + k` spins, the weight of `k` down
spins is `binomial(n, k) |v₀|^(2j) |v₁|^(2k)`. -/
theorem probDown_prodState {n j k : ℕ} (h : j + k = n) (v : Fin 2 → ℂ) :
    probDown (prodState n v) k = (n.choose k : ℝ) * (‖v 0‖ ^ 2) ^ j * (‖v 1‖ ^ 2) ^ k := by
  have key : ∀ a : Fin 2, ‖v a‖ ^ 2 = if a = 1 then ‖v 1‖ ^ 2 else ‖v 0‖ ^ 2 := by
    intro a
    fin_cases a <;> simp
  -- every configuration with `k` down spins carries the same weight
  have hx : ∀ x ∈ univ.filter (fun x : Fin n → Fin 2 => numDown x = k),
      ‖prodState n v x‖ ^ 2 = (‖v 0‖ ^ 2) ^ j * (‖v 1‖ ^ 2) ^ k := by
    intro x hx
    have hd : (univ.filter fun i => x i = 1).card = k := (Finset.mem_filter.mp hx).2
    have hc := Finset.card_add_card_compl (univ.filter fun i => x i = 1)
    rw [Finset.compl_filter, Fintype.card_fin] at hc
    have hu : (univ.filter fun i => ¬ x i = 1).card = j := by omega
    unfold prodState
    rw [norm_prod, ← Finset.prod_pow, Finset.prod_congr rfl (fun i _ => key (x i)),
      Finset.prod_ite, Finset.prod_const, Finset.prod_const, hd, hu, mul_comm]
  rw [probDown, Finset.sum_congr rfl hx, Finset.sum_const, card_configs, nsmul_eq_mul,
    mul_assoc]
```

The number of up spins is written \(j\) with the hypothesis \(j+k=n\), which expresses \(j=n-k\) and \(k\le n\) without subtracting natural numbers. If \(d(x)=k\), then
\[ |v^{\otimes n}(x)|^2=\prod_i|v_{x_i}|^2=(|v_0|^2)^j(|v_1|^2)^k, \]
because \(k\) factors are \(|v_1|^2\) and the other \(j\) are \(|v_0|^2\). This is `hx`: `hd` and `hu` count the down and up sites, and `Finset.prod_ite` splits the product accordingly. The sum defining \(P(k)\) then has \(\binom nk\) equal terms, which the last line assembles from `Finset.sum_const` and `card_configs`.

```lean
/-- The generating function `∑ P(k) z^k` of the product state of `v` is
`(|v₀|² + |v₁|² z)^n`. -/
theorem generating_prodState (n : ℕ) (v : Fin 2 → ℂ) (z : ℝ) :
    ∑ k ∈ range (n + 1), probDown (prodState n v) k * z ^ k
      = (‖v 0‖ ^ 2 + ‖v 1‖ ^ 2 * z) ^ n := by
  rw [add_comm (‖v 0‖ ^ 2), add_pow]
  refine Finset.sum_congr rfl fun k hk => ?_
  have hk' : (n - k) + k = n := by
    have := Finset.mem_range.mp hk
    omega
  rw [probDown_prodState hk', mul_pow]
  ring
```

For real \(z\), define \(G(z)=\sum_{k=0}^nP(k)z^k\). Inserting the weights and using the binomial theorem,
\[ G(z)=\sum_{k=0}^n\binom nk(|v_1|^2z)^k(|v_0|^2)^{n-k}=(|v_0|^2+|v_1|^2z)^n. \]
`add_pow` is the binomial theorem. The two sums are compared term by term, and `hk'` confirms \((n-k)+k=n\) for \(k\le n\), so that the previous theorem applies with \(j=n-k\).

```lean
/-- In the product state of a normalised spinor `v` the mean number of down spins
is `n |v₁|²`. -/
theorem meanDown_prodState (n : ℕ) (v : Fin 2 → ℂ) (hv : ‖v 0‖ ^ 2 + ‖v 1‖ ^ 2 = 1) :
    meanDown (prodState n v) = n * ‖v 1‖ ^ 2 := by
  -- differentiate both forms of the generating function at `z = 1`
  have h1 : HasDerivAt
      (fun z : ℝ => ∑ k ∈ range (n + 1), probDown (prodState n v) k * z ^ k)
      (∑ k ∈ range (n + 1), probDown (prodState n v) k * ((k : ℝ) * (1 : ℝ) ^ (k - 1))) 1 :=
    HasDerivAt.fun_sum fun k _ => (hasDerivAt_pow k (1 : ℝ)).const_mul _
  have h2 := (((hasDerivAt_id' (1 : ℝ)).const_mul (‖v 1‖ ^ 2)).const_add
    (‖v 0‖ ^ 2)).fun_pow n
  have e : (fun z : ℝ => ∑ k ∈ range (n + 1), probDown (prodState n v) k * z ^ k)
      = fun z : ℝ => (‖v 0‖ ^ 2 + ‖v 1‖ ^ 2 * z) ^ n := funext (generating_prodState n v)
  rw [e] at h1
  have h3 := h1.unique h2
  simp only [mul_one, hv, one_pow] at h3
  rw [meanDown, ← h3]
  exact Finset.sum_congr rfl fun k _ => mul_comm _ _
```

The hypothesis `hv` is the normalisation \(|v_0|^2+|v_1|^2=1\), and the conclusion is \(\langle k\rangle=n|v_1|^2\). Differentiating both forms of \(G\) at \(z=1\) gives
\[ \sum_{k=0}^n kP(k)=G'(1)=n(|v_0|^2+|v_1|^2)^{n-1}|v_1|^2=n|v_1|^2. \]
The expression `HasDerivAt` states that a function has a given derivative at a given point. `h1` differentiates the sum term by term, `h2` differentiates the power by the chain rule, `e` identifies the two functions, and `h1.unique h2` equates the two derivatives.

The normalisation matters. Take \(n=2\) and \(v=(1,1)\): all four amplitudes equal 1, so \(P(0),P(1),P(2)=1,2,1\) and \(\sum_k kP(k)=4\), whereas \(n|v_1|^2=2\). The normalised spinor \((1,1)/\sqrt2\) gives \(\tfrac14,\tfrac12,\tfrac14\) and mean 1, in agreement with the theorem. This example, like the exponential form of \(R_y(t)\) mentioned earlier, is added by hand and is not among the statements proved in Lean.

## The statistics of the rotated spins

```lean
/-- After `Ry(t)` acts on each of `n` up spins, `k` down and `j = n - k` up spins have weight
`binomial(n, k) cos(t/2)^(2j) sin(t/2)^(2k)`, the weights for `k = 0, ..., n` sum to one,
and the mean number of down spins is `n sin(t/2)²`. -/
theorem collective_rotation_statistics (n : ℕ) (t : ℝ) :
    (∀ j k, j + k = n → probDown (rotatedState n t) k
      = (n.choose k : ℝ) * Real.cos (t / 2) ^ (2 * j) * Real.sin (t / 2) ^ (2 * k)) ∧
    ∑ k ∈ range (n + 1), probDown (rotatedState n t) k = 1 ∧
    meanDown (rotatedState n t) = n * Real.sin (t / 2) ^ 2 := by
  have h0 : ‖(Ry t *ᵥ up) 0‖ ^ 2 = Real.cos (t / 2) ^ 2 := by
    rw [(Ry_up t).1, Complex.norm_real, Real.norm_eq_abs, sq_abs]
  have h1 : ‖(Ry t *ᵥ up) 1‖ ^ 2 = Real.sin (t / 2) ^ 2 := by
    rw [(Ry_up t).2, Complex.norm_real, Real.norm_eq_abs, sq_abs]
  have hv : ‖(Ry t *ᵥ up) 0‖ ^ 2 + ‖(Ry t *ᵥ up) 1‖ ^ 2 = 1 := by
    rw [h0, h1, Real.cos_sq_add_sin_sq]
  -- the rotated state is the product state of the rotated spinor
  rw [rotatedState, collective_prodState]
  refine ⟨fun j k h => ?_, ?_, ?_⟩
  · rw [probDown_prodState h, h0, h1, pow_mul, pow_mul]
  · have h := generating_prodState n (Ry t *ᵥ up) 1
    simp only [mul_one, hv, one_pow] at h
    exact h
  · rw [meanDown_prodState n _ hv, h1]

end

end CollectiveSpinRotation
```

For every natural number \(n\) and real \(t\), three statements joined by `∧` hold for \(\psi_t\):
\[ P(k)=\binom nk c^{2j}s^{2k}\ \ (j+k=n),\qquad \sum_{k=0}^nP(k)=1,\qquad \langle k\rangle=ns^2. \]
The second is what makes the weights probabilities; it is obtained for this state from \(c^2+s^2=1\), without a general proof that \(R_y(t)^{\otimes n}\) is unitary. For \(n=1\) the formulas give \(P(0)=c^2\) and \(P(1)=s^2\). For \(n=0\) there is one empty configuration with amplitude 1, so \(P(0)=1\) and the mean is 0.

The proof specialises the general results to \(v=R_y(t)|{\uparrow}\rangle\). `h0` and `h1` turn the components into \(|v_0|^2=c^2\) and \(|v_1|^2=s^2\), and `hv` is \(c^2+s^2=1\). Rewriting with `collective_prodState` replaces \(\psi_t\) by \(v^{\otimes n}\). The three bullets then use `probDown_prodState` with \((c^2)^j=c^{2j}\) and \((s^2)^k=s^{2k}\), the generating function at \(z=1\), where \(G(1)=1^n\), and `meanDown_prodState`.

The theorem concerns a finite number of spins, a pure all-up initial state, one common angle and one axis. Interactions between spins, unequal angles, decoherence and readout errors are absent from the model, and the variance of the count is not among the statements.

```lean
#print axioms CollectiveSpinRotation.probDown_eq_zero
#print axioms CollectiveSpinRotation.collective_rotation_statistics
```

```
'CollectiveSpinRotation.probDown_eq_zero' depends on axioms: [propext, Classical.choice, Quot.sound]
'CollectiveSpinRotation.collective_rotation_statistics' depends on axioms: [propext, Classical.choice, Quot.sound]
```
